# Conserved energy and undamped linear oscillation in the Nosé–Hoover temperature model

The model treats the temperature as a dynamical variable in its own right, instead of computing it from particle momenta. A trajectory is a pair of differentiable functions, the temperature $T(t)$ and the thermostat friction $z(t)$, defined for all real times and obeying two closed equations.

## From particles to two equations

Take $N$ momentum degrees of freedom and set Boltzmann's constant to 1, so that the kinetic energy is $NT/2$. The friction force removes energy at the rate $NTz$. If the potential energy follows the temperature with constant heat capacity $C$, the energy balance and the thermostat equation are

$$cT'=-NTz,\qquad Qz'=N(T-T_0),\qquad c=\frac N2+C,$$

where $T_0$ is the target temperature and $Q$ the thermostat mass. The constant $C$ stands for a configurational energy that adjusts instantly to $T$; this is assumed, not derived from particle dynamics.

## What is stated

Let $N,Q,T_0>0$ and $C\ge0$. Along every trajectory with $T(0)>0$, the temperature stays positive and

$$E=\frac{Qz^2}{2}+c\,(T-T_0\ln T)$$

is constant. Unless it starts at $(T_0,0)$, such a trajectory does not converge to that state as $t\to\infty$. The Jacobian there has exactly the eigenvalues $\pm iw$, with $w^2=N^2T_0/(Qc)$. At $C=0$ this is $2NT_0/Q$, and $w$ strictly decreases with $C$.

In Lean, `heatCap` is $c$, `energy` is $E$ and `freq` is the angular frequency $w$. `IsTrajectory` holds the two equations undivided, and `isTrajectory_iff` identifies its solutions with the integral curves of `field`. Vectors have index 0 for temperature and 1 for friction. `N` is any positive real number. Existence of trajectories for given initial data is not addressed.

For choosing $Q$ in a simulation, $w$ gives a time scale within this constant-heat-capacity model, close to equilibrium.

## Positivity, energy and frequency

With $G(t)=\int_0^t z(s)\,ds$,

$$\left(Te^{NG/c}\right)'=\left(T'+\frac Nc Tz\right)e^{NG/c}=0,$$

so $T(t)=T(0)e^{-NG(t)/c}>0$. The logarithm is therefore legitimate, and

$$E'=Qzz'+c\left(1-\frac{T_0}{T}\right)T'=Nz(T-T_0)-Nz(T-T_0)=0.$$

For a state $(\tau,\zeta)$ with $\tau>0$, put $x=\tau/T_0$. Then

$$E(\tau,\zeta)-E(T_0,0)=\frac{Q\zeta^2}{2}+cT_0(x-1-\ln x).$$

Since $\ln x<x-1$ for $x\ne1$, this is positive except at $(T_0,0)$. Convergence to $(T_0,0)$ would, by continuity, force the constant $E$ to equal its minimum, so the trajectory would have started there.

Differentiating $T'=-(N/c)Tz$ and $z'=(N/Q)(T-T_0)$ at $(T_0,0)$ gives

$$J=\begin{pmatrix}0&-A\\B&0\end{pmatrix},\qquad A=\frac{NT_0}{c},\quad B=\frac NQ.$$

An eigenvector satisfies $-Av_1=\mu v_0$ and $Bv_0=\mu v_1$. Hence $(\mu^2+AB)v_0=(\mu^2+AB)v_1=0$, and $v\ne0$ forces $\mu^2=-AB=-w^2$. Conversely, if $\mu^2=-AB$, then $(\mu,B)$ is an eigenvector. Setting $c=N/2$ gives $w^2=2NT_0/Q$; increasing $C$ enlarges the denominator $Qc$ and lowers $w$.

## Two cautions

The condition $T(0)>0$ matters. The functions $T=0$, $z=-NT_0t/Q$ solve both equations, but with Lean's convention $\ln0=0$ the energy is $N^2T_0^2t^2/(2Q)$, which is not constant.

Imaginary eigenvalues alone do not exclude relaxation. The system $x'=-y-x^3$, $y'=x$ has eigenvalues $\pm i$ at the origin, yet its solutions decay to it. Here the conserved energy settles the question.

## The Lean file

```lean
import Mathlib

open Matrix Filter Topology

namespace NoseHooverTemperature

noncomputable section

/-- Heat capacity of the system: the kinetic part `N/2` plus a configurational part `C`. -/
def heatCap (N C : ℝ) : ℝ := N / 2 + C

/-- The temperature `T` and the friction `z` obey the Nose-Hoover temperature model
`(N/2 + C) T' = -N T z`, `Q z' = N (T - T0)` at all times. -/
structure IsTrajectory (N C Q T0 : ℝ) (T z : ℝ → ℝ) : Prop where
  diffT : Differentiable ℝ T
  diffZ : Differentiable ℝ z
  temp : ∀ t, heatCap N C * deriv T t = -(N * T t * z t)
  fric : ∀ t, Q * deriv z t = N * (T t - T0)

/-- The vector field of the model on states `(T, z)`, for nonzero heat capacity and
thermostat mass `Q`. -/
def field (N C Q T0 : ℝ) (x : Fin 2 → ℝ) : Fin 2 → ℝ :=
  ![-(N / heatCap N C) * (x 0 * x 1), N / Q * (x 0 - T0)]

/-- The thermostat energy `Q z²/2 + (N/2 + C)(T - T0 ln T)`, for `T > 0`. -/
def energy (N C Q T0 T z : ℝ) : ℝ :=
  Q * z ^ 2 / 2 + heatCap N C * (T - T0 * Real.log T)

/-- The Jacobian matrix at the state `(T0, 0)`, for nonzero heat capacity and `Q`. -/
def jacobian (N C Q T0 : ℝ) : Matrix (Fin 2) (Fin 2) ℝ :=
  !![0, -(N / heatCap N C) * T0; N / Q, 0]

/-- The frequency `w` with `w² = N² T0 / (Q (N/2 + C))`, for `N, Q, T0 > 0` and `C ≥ 0`. -/
def freq (N C Q T0 : ℝ) : ℝ := Real.sqrt (N ^ 2 * T0 / (Q * heatCap N C))

variable {N C Q T0 : ℝ} {T z : ℝ → ℝ}

/-- The trajectories of the model are the integral curves of its vector field. -/
theorem isTrajectory_iff (hN : 0 < N) (hC : 0 ≤ C) (hQ : 0 < Q) :
    IsTrajectory N C Q T0 T z ↔
      ∀ t, HasDerivAt (fun s => ![T s, z s]) (field N C Q T0 ![T t, z t]) t := by
  have hc : heatCap N C ≠ 0 := by unfold heatCap; positivity
  have hQ' : Q ≠ 0 := hQ.ne'
  constructor
  · intro h t
    have e0 : deriv T t = -(N / heatCap N C) * (T t * z t) := by
      apply mul_left_cancel₀ hc
      rw [h.temp t]
      field_simp
    have e1 : deriv z t = N / Q * (T t - T0) := by
      apply mul_left_cancel₀ hQ'
      rw [h.fric t]
      field_simp
    have d0 := (h.diffT t).hasDerivAt
    have d1 := (h.diffZ t).hasDerivAt
    rw [e0] at d0
    rw [e1] at d1
    exact hasDerivAt_pi.2 (Fin.forall_fin_two.2 ⟨d0, d1⟩)
  · intro h
    have d0 : ∀ t, HasDerivAt T (-(N / heatCap N C) * (T t * z t)) t :=
      fun t => hasDerivAt_pi.1 (h t) 0
    have d1 : ∀ t, HasDerivAt z (N / Q * (T t - T0)) t :=
      fun t => hasDerivAt_pi.1 (h t) 1
    refine ⟨fun t => (d0 t).differentiableAt, fun t => (d1 t).differentiableAt,
      fun t => ?_, fun t => ?_⟩
    · rw [(d0 t).deriv]
      field_simp
    · rw [(d1 t).deriv]
      field_simp

/-- A temperature that is positive at time zero is positive at all times. -/
theorem temp_pos (hN : 0 < N) (hC : 0 ≤ C) (h : IsTrajectory N C Q T0 T z)
    (h0 : 0 < T 0) (t : ℝ) : 0 < T t := by
  have hc : heatCap N C ≠ 0 := by unfold heatCap; positivity
  -- the integrating factor is the exponential of the accumulated friction
  have hG : ∀ t, HasDerivAt
      (fun u => T u * Real.exp (N / heatCap N C * ∫ s in (0 : ℝ)..u, z s)) 0 t := by
    intro t
    have hI := (h.diffZ.continuous.integral_hasStrictDerivAt 0 t).hasDerivAt
    have e : deriv T t = -(N / heatCap N C) * (T t * z t) := by
      apply mul_left_cancel₀ hc
      rw [h.temp t]
      field_simp
    refine ((h.diffT t).hasDerivAt.fun_mul
      (hI.const_mul (N / heatCap N C)).exp).congr_deriv ?_
    rw [e]
    ring
  have hconst := is_const_of_deriv_eq_zero (fun t => (hG t).differentiableAt)
    (fun t => (hG t).deriv) t 0
  simp only [intervalIntegral.integral_same, mul_zero, Real.exp_zero, mul_one] at hconst
  exact (mul_pos_iff_of_pos_right (Real.exp_pos _)).1 (lt_of_lt_of_eq h0 hconst.symm)

/-- The thermostat energy is conserved along every trajectory with positive initial
temperature. -/
theorem energy_conserved (hN : 0 < N) (hC : 0 ≤ C) (h : IsTrajectory N C Q T0 T z)
    (h0 : 0 < T 0) (t : ℝ) :
    energy N C Q T0 (T t) (z t) = energy N C Q T0 (T 0) (z 0) := by
  have hE : ∀ t, HasDerivAt (fun u => energy N C Q T0 (T u) (z u)) 0 t := by
    intro t
    have hp : T t ≠ 0 := (temp_pos hN hC h h0 t).ne'
    have dT := (h.diffT t).hasDerivAt
    have dz : HasDerivAt (fun u => z u ^ 2) (2 * z t * deriv z t) t := by
      simpa using (h.diffZ t).hasDerivAt.fun_pow 2
    refine HasDerivAt.congr_deriv (((dz.const_mul Q).div_const 2).fun_add
      ((dT.fun_sub ((dT.log hp).const_mul T0)).const_mul (heatCap N C))) ?_
    -- the power of the friction on the two parts cancels
    have hinv : T t * (T t)⁻¹ = 1 := mul_inv_cancel₀ hp
    linear_combination z t * h.fric t + (1 - T0 * (T t)⁻¹) * h.temp t + N * T0 * z t * hinv
  exact is_const_of_deriv_eq_zero (fun t => (hE t).differentiableAt)
    (fun t => (hE t).deriv) t 0

/-- Among states with positive temperature, `(T0, 0)` is the unique minimum of the
thermostat energy. -/
theorem energy_min (hN : 0 < N) (hC : 0 ≤ C) (hQ : 0 < Q) (hT0 : 0 < T0) {τ ζ : ℝ}
    (hτ : 0 < τ) (hne : τ ≠ T0 ∨ ζ ≠ 0) :
    energy N C Q T0 T0 0 < energy N C Q T0 τ ζ := by
  have hc : 0 < heatCap N C := by unfold heatCap; positivity
  unfold energy
  by_cases hT : τ = T0
  · have hζ : ζ ≠ 0 := hne.resolve_left (fun h => h hT)
    have : 0 < Q * ζ ^ 2 := by positivity
    rw [hT]
    linarith
  · have hx : T0 * (τ / T0) = τ := by field_simp
    have hx1 : τ / T0 ≠ 1 := fun h => hT (by rw [h, mul_one] at hx; exact hx.symm)
    have hlog := Real.log_lt_sub_one_of_pos (div_pos hτ hT0) hx1
    have key : τ - T0 * Real.log τ - (T0 - T0 * Real.log T0)
        = T0 * (τ / T0 - 1 - Real.log (τ / T0)) := by
      rw [Real.log_div hτ.ne' hT0.ne']
      linear_combination -hx
    have hpos := mul_pos hc (mul_pos hT0 (sub_pos.2 hlog))
    rw [← key] at hpos
    have : 0 ≤ Q * ζ ^ 2 := by positivity
    nlinarith

/-- A trajectory with positive initial temperature that does not start at `(T0, 0)` does
not converge to `(T0, 0)` at late times. -/
theorem no_relaxation (hN : 0 < N) (hC : 0 ≤ C) (hQ : 0 < Q) (hT0 : 0 < T0)
    (h : IsTrajectory N C Q T0 T z) (h0 : 0 < T 0) (hne : T 0 ≠ T0 ∨ z 0 ≠ 0) :
    ¬ (Tendsto T atTop (𝓝 T0) ∧ Tendsto z atTop (𝓝 0)) := by
  rintro ⟨hT, hz⟩
  have hE : Tendsto (fun t => energy N C Q T0 (T t) (z t)) atTop
      (𝓝 (energy N C Q T0 T0 0)) :=
    (((hz.pow 2).const_mul Q).div_const 2).add
      ((hT.sub ((hT.log hT0.ne').const_mul T0)).const_mul (heatCap N C))
  rw [funext (energy_conserved hN hC h h0)] at hE
  exact (energy_min hN hC hQ hT0 h0 hne).ne (tendsto_nhds_unique hE tendsto_const_nhds)

/-- The matrix `jacobian` is the derivative of the vector field at the state `(T0, 0)`. -/
theorem hasFDerivAt_field (N C Q T0 : ℝ) :
    HasFDerivAt (field N C Q T0)
      (LinearMap.toContinuousLinearMap (jacobian N C Q T0).mulVecLin) ![T0, 0] := by
  have h0 : HasFDerivAt (fun x : Fin 2 → ℝ => x 0)
      (ContinuousLinearMap.proj (R := ℝ) (φ := fun _ : Fin 2 => ℝ) 0) ![T0, 0] :=
    hasFDerivAt_apply 0 _
  have h1 : HasFDerivAt (fun x : Fin 2 → ℝ => x 1)
      (ContinuousLinearMap.proj (R := ℝ) (φ := fun _ : Fin 2 => ℝ) 1) ![T0, 0] :=
    hasFDerivAt_apply 1 _
  refine hasFDerivAt_pi'.2 (Fin.forall_fin_two.2 ⟨?_, ?_⟩)
  · refine HasFDerivAt.congr_fderiv ((h0.mul h1).const_mul (-(N / heatCap N C))) ?_
    refine ContinuousLinearMap.ext fun v => ?_
    simp [jacobian, dotProduct, Fin.sum_univ_two]
    ring
  · refine HasFDerivAt.congr_fderiv ((h0.sub_const T0).const_mul (N / Q)) ?_
    refine ContinuousLinearMap.ext fun v => ?_
    simp [jacobian, dotProduct, Fin.sum_univ_two]

/-- The eigenvalues of the Jacobian at `(T0, 0)` are exactly `i w` and `-i w`. -/
theorem jacobian_eigenvalues (hN : 0 < N) (hC : 0 ≤ C) (hQ : 0 < Q) (hT0 : 0 < T0) (μ : ℂ) :
    (∃ v : Fin 2 → ℂ, v ≠ 0 ∧ (jacobian N C Q T0).map Complex.ofReal *ᵥ v = μ • v) ↔
      μ = freq N C Q T0 * Complex.I ∨ μ = -(freq N C Q T0 * Complex.I) := by
  have hc : 0 < heatCap N C := by unfold heatCap; positivity
  have hw : freq N C Q T0 ^ 2 = (N / heatCap N C * T0) * (N / Q) := by
    rw [freq, Real.sq_sqrt (by positivity)]
    field_simp
  obtain ⟨A, hA⟩ : ∃ A : ℂ, A = ((N / heatCap N C * T0 : ℝ) : ℂ) := ⟨_, rfl⟩
  obtain ⟨B, hB⟩ : ∃ B : ℂ, B = ((N / Q : ℝ) : ℂ) := ⟨_, rfl⟩
  have hB0 : B ≠ 0 := by
    rw [hB]
    exact Complex.ofReal_ne_zero.2 (div_pos hN hQ).ne'
  have hwC : (freq N C Q T0 : ℂ) ^ 2 = A * B := by
    rw [hA, hB, ← Complex.ofReal_pow, hw, Complex.ofReal_mul]
  have hmv : ∀ v : Fin 2 → ℂ,
      (jacobian N C Q T0).map Complex.ofReal *ᵥ v = ![-A * v 1, B * v 0] := by
    intro v
    rw [hA, hB]
    ext i
    fin_cases i <;> simp [jacobian, Matrix.mulVec, dotProduct, Fin.sum_univ_two]
  -- both sides say that the square of the eigenvalue is `-w²`
  rw [← sq_eq_sq_iff_eq_or_eq_neg, mul_pow, Complex.I_sq, hwC]
  constructor
  · rintro ⟨v, hv, h⟩
    rw [hmv] at h
    have e0 : -A * v 1 = μ * v 0 := congrFun h 0
    have e1 : B * v 0 = μ * v 1 := congrFun h 1
    by_contra hne
    have hk : μ ^ 2 + A * B ≠ 0 := fun hk => hne (by linear_combination hk)
    have k0 : (μ ^ 2 + A * B) * v 0 = 0 := by linear_combination -μ * e0 + A * e1
    have k1 : (μ ^ 2 + A * B) * v 1 = 0 := by linear_combination -μ * e1 - B * e0
    exact hv (funext (Fin.forall_fin_two.2
      ⟨(mul_eq_zero.1 k0).resolve_left hk, (mul_eq_zero.1 k1).resolve_left hk⟩))
  · intro hμ
    refine ⟨![μ, B], fun h => hB0 (congrFun h 1), ?_⟩
    rw [hmv]
    refine funext (Fin.forall_fin_two.2 ⟨?_, ?_⟩)
    · change -A * B = μ * μ
      linear_combination -hμ
    · change B * μ = μ * B
      ring

/-- Without configurational heat capacity the squared frequency is `2 N T0 / Q`. -/
theorem freq_sq_zero (hN : 0 < N) (hQ : 0 < Q) (hT0 : 0 < T0) :
    freq N 0 Q T0 ^ 2 = 2 * N * T0 / Q := by
  rw [freq, heatCap, add_zero, Real.sq_sqrt (by positivity)]
  field_simp

/-- The frequency is strictly decreasing in the configurational heat capacity `C ≥ 0`. -/
theorem freq_strictAntiOn (hN : 0 < N) (hQ : 0 < Q) (hT0 : 0 < T0) :
    StrictAntiOn (fun C => freq N C Q T0) (Set.Ici 0) := by
  intro C₁ h₁ C₂ h₂ h12
  have p₁ : 0 ≤ C₁ := h₁
  have p₂ : 0 ≤ C₂ := h₂
  change Real.sqrt (N ^ 2 * T0 / (Q * (N / 2 + C₂))) <
    Real.sqrt (N ^ 2 * T0 / (Q * (N / 2 + C₁)))
  apply Real.sqrt_lt_sqrt (by positivity)
  exact div_lt_div_of_pos_left (by positivity) (by positivity)
    (mul_lt_mul_of_pos_left (by linarith) hQ)

end

end NoseHooverTemperature
```

```lean
#print axioms NoseHooverTemperature.energy_conserved
#print axioms NoseHooverTemperature.no_relaxation
#print axioms NoseHooverTemperature.freq_sq_zero
#print axioms NoseHooverTemperature.freq_strictAntiOn
```

```
'NoseHooverTemperature.energy_conserved' depends on axioms: [propext, Classical.choice, Quot.sound]
'NoseHooverTemperature.no_relaxation' depends on axioms: [propext, Classical.choice, Quot.sound]
'NoseHooverTemperature.freq_sq_zero' depends on axioms: [propext, Classical.choice, Quot.sound]
'NoseHooverTemperature.freq_strictAntiOn' depends on axioms: [propext, Classical.choice, Quot.sound]
```

## How the proof follows the calculation

`temp_pos` differentiates the integrating factor product and uses that a function with zero derivative is constant. `energy_conserved` does the same for $E$; its `linear_combination` adds the friction equation times $z$ to the temperature equation times $1-T_0/T$.

`energy_min` treats $\tau=T_0$ separately, where the friction term supplies the strict inequality, and otherwise uses `Real.log_lt_sub_one_of_pos`. `no_relaxation` passes to the limit in the energy and compares the two limits by uniqueness.

`hasFDerivAt_field` proves that `jacobian` is the Fréchet derivative of the vector field, one component at a time. `jacobian_eigenvalues` first rewrites the two candidate values as $\mu^2=-AB$, then follows the elimination above and supplies the eigenvector `![μ, B]`. `freq_sq_zero` evaluates the square at $C=0$, and `freq_strictAntiOn` compares the two fractions under the square root.
